# The squared Slater determinant as a determinant of the one-particle kernel

A Monte Carlo code that samples a single Slater determinant holds $N$ fermions at points $x_0, \dots, x_{N-1}$ and assigns that configuration a weight, the squared modulus of the determinant of orbital values, whose ratio between two configurations enters the acceptance of a move. An analysis code working on the same state may keep no orbitals at all. It then stores a two-point function, the sum over occupied orbitals of an orbital at one point times its conjugate at another, and builds densities and correlation functions from it. The question is whether the two descriptions give the same weight, and what the second one returns when it is evaluated at a number of points $n$ that differs from the number of orbitals $N$.

## The identity and its companions

Let $X$ be the set of one-particle coordinates: positions, position and spin together, or grid points. Let $\varphi_j : X \to \mathbb{C}$ with $j = 0, \dots, N-1$ be the orbitals, and let $x = (x_0, \dots, x_{n-1})$ be $n$ points of $X$. A bar denotes complex conjugation and a dagger the conjugate transpose. The orbital matrix $A(x)$ has one row per point and one column per orbital,

$$A(x)_{ij} = \varphi_j(x_i), \qquad 0 \le i < n, \quad 0 \le j < N .$$

For $n = N$ it is square, and $\Psi(x) = \det A(x)$ is the Slater determinant without its prefactor. The kernel $K$, the density $\rho$ and the $n \times n$ kernel matrix $G(x)$ are

$$K(y,z) = \sum_{j} \varphi_j(y)\,\overline{\varphi_j(z)}, \qquad \rho(y) = \sum_j |\varphi_j(y)|^2, \qquad G(x)_{ik} = K(x_i, x_k),$$

for $y, z \in X$ and $0 \le i, k < n$. The two main statements are

$$|\Psi(x)|^2 = \det G(x) \quad (n = N), \qquad\qquad \det G(x) = 0 \quad (n > N).$$

Four further statements accompany them. For every $n$, $\det G(x)$ is real and nonnegative. For every $n$, it vanishes exactly when there are coefficients $c_0, \dots, c_{n-1}$, not all zero, with $\sum_i c_i \varphi_j(x_i) = 0$ for each $j$. For two points $y$ and $z$ it equals $\rho(y)\rho(z) - |K(y,z)|^2$. For the orbitals $\varphi_j(y) = \delta_{yj}$ on the $N$ sites $0, \dots, N-1$, it equals one at any family of pairwise distinct sites. None of the general statements assumes the orbitals orthogonal, normalised or linearly independent.

For orthonormal orbitals the normalised wave function is $\Psi/\sqrt{N!}$, so the probability density of the configuration $x$ is $\det G(x)/N!$.

## Where a code relies on it

The result bears on the sampling and analysis of one determinant of finitely many orbitals, either as the whole state, as in Hartree–Fock theory, or as one factor of a trial function that carries further factors. In a Metropolis step from $x$ to a proposed configuration $x'$, the ratio $|\Psi(x')|^2/|\Psi(x)|^2$ may be formed as $\det G(x')/\det G(x)$ wherever the current weight is nonzero; the factor $N!$ cancels. A code that has both the orbitals and the kernel can compare the two routes point by point. The identity also shows that the weight depends on the orbitals only through $K$: two sets of $N$ orbitals with the same kernel give the same $|\Psi|^2$ at every configuration.

For orthonormal orbitals $K$ is the one-particle density matrix of the determinant, $\rho$ is its particle density, and the two-point determinant is the pair density counted over ordered pairs, which integrates to $N(N-1)$; the term $-|K(y,z)|^2$ is the exchange correction to the product of densities. A routine that evaluates $n$-point determinants of $K$ should return zero once $n$ exceeds $N$, in keeping with the fact that $N$ particles cannot supply more than $N$ distinct members. The smallest instance with at least one orbital is one orbital and two points, where $\rho(y)\rho(z) = |K(y,z)|^2$. Nonnegativity is what permits $\det G$ to serve as a sampling weight, and the site orbitals supply a case with a known nonzero answer.

## Derivation

Exchanging the arguments of the kernel and conjugating term by term gives

$$\overline{K(y,z)} = \sum_j \overline{\varphi_j(y)}\,\varphi_j(z) = K(z,y),$$

and setting $z = y$ gives $K(y,y) = \sum_j |\varphi_j(y)|^2 = \rho(y)$.

The adjoint of $A$ has entries $(A^\dagger)_{jk} = \overline{A_{kj}} = \overline{\varphi_j(x_k)}$, so for any $n$

$$(AA^\dagger)_{ik} = \sum_j \varphi_j(x_i)\,\overline{\varphi_j(x_k)} = K(x_i,x_k), \qquad G = AA^\dagger .$$

For $n = N$ both factors are square. The determinant is multiplicative, and $\det A^\dagger = \overline{\det A}$ because transposition leaves a determinant unchanged and conjugating all entries conjugates it. Hence

$$\det G = \det A \cdot \overline{\det A} = |\Psi|^2 .$$

For $n > N$, suppose $\det G \neq 0$. Then $G$ is invertible and has rank $n$. Every column of $AA^\dagger$ is a combination of columns of $A$, so $\operatorname{rank} G \le \operatorname{rank} A$, and $A$ has $N$ columns, so $\operatorname{rank} A \le N$. Together these give $n \le N$, against the assumption, and therefore $\det G = 0$.

For arbitrary $n$ and any row vector $c = (c_0, \dots, c_{n-1})$,

$$c\,G\,c^\dagger = (cA)(cA)^\dagger = \sum_j \Big|\sum_i c_i \varphi_j(x_i)\Big|^2 \ge 0 .$$

The matrix $G$ is Hermitian by the first step and positive semidefinite by this one. Its eigenvalues are real and nonnegative, and so is their product $\det G$.

The same formula gives the criterion for a zero. A square matrix has zero determinant exactly when some row vector $c \ne 0$ satisfies $cG = 0$. If such a $c$ exists, then $cGc^\dagger = 0$, every term of the sum above vanishes, and $cA = 0$, which in components reads $\sum_i c_i\varphi_j(x_i) = 0$ for all $j$. Conversely, $cA = 0$ gives $cG = (cA)A^\dagger = 0$. The determinant is thus zero precisely when the rows of $A$ are linearly dependent. Two coincident points are one such case, with $c$ equal to $+1$ on the first of them, $-1$ on the second and zero elsewhere.

For two points $x_0 = y$ and $x_1 = z$ the $2 \times 2$ determinant is $K(y,y)K(z,z) - K(y,z)K(z,y)$. The diagonal entries are $\rho(y)$ and $\rho(z)$, and $K(z,y) = \overline{K(y,z)}$, so

$$\det G = \rho(y)\rho(z) - |K(y,z)|^2 .$$

Finally take $X = \{0, \dots, N-1\}$ and $\varphi_j(y) = \delta_{yj}$. Only the term $j = y$ survives in the kernel, so $K(y,z) = \sum_j \delta_{yj}\delta_{zj} = \delta_{yz}$. If the sites $x_i$ are pairwise distinct, $G_{ik} = \delta_{x_i x_k} = \delta_{ik}$, the matrix is the identity, and $\det G = 1$. The choice $x_i = i$ gives such a family for each $n \le N$, so the condition $n > N$ in the vanishing statement is the widest one that works for all orbital sets. At $n = N$ this is the completely filled lattice, where each of the $N!$ orderings of the sites has normalised probability $1/N!$.

## The file

In Lean 4 with Mathlib:

```lean
import Mathlib

open Matrix ComplexConjugate
open scoped ComplexOrder

namespace SlaterKernel

noncomputable section

variable {X : Type*} {N n : ℕ}

/-- The `n × N` matrix of orbital values `φ_j(x_i)` at `n` points. -/
def orbitalMatrix (φ : Fin N → X → ℂ) (x : Fin n → X) : Matrix (Fin n) (Fin N) ℂ :=
  Matrix.of fun i j => φ j (x i)

/-- The unnormalised Slater determinant `Ψ(x) = det (φ_j(x_i))` of `N` particles. -/
def slater (φ : Fin N → X → ℂ) (x : Fin N → X) : ℂ :=
  (orbitalMatrix φ x).det

/-- The one-particle kernel `K(y,z) = ∑_j φ_j(y) conj(φ_j(z))`. -/
def kernel (φ : Fin N → X → ℂ) (y z : X) : ℂ :=
  ∑ j, φ j y * conj (φ j z)

/-- The density `ρ(y) = ∑_j |φ_j(y)|²`. -/
def density (φ : Fin N → X → ℂ) (y : X) : ℝ :=
  ∑ j, ‖φ j y‖ ^ 2

/-- The `n × n` matrix `K(x_i, x_k)` of kernel values at `n` points. -/
def kernelMatrix (φ : Fin N → X → ℂ) (x : Fin n → X) : Matrix (Fin n) (Fin n) ℂ :=
  Matrix.of fun i k => kernel φ (x i) (x k)

/-- Orbitals localised on `N` sites: orbital `j` is one on site `j` and zero elsewhere. -/
def siteOrbital (N : ℕ) : Fin N → Fin N → ℂ :=
  fun j y => if y = j then 1 else 0

/-- The kernel is Hermitian: `K(z,y) = conj K(y,z)`. -/
theorem kernel_swap (φ : Fin N → X → ℂ) (y z : X) :
    kernel φ z y = conj (kernel φ y z) := by
  unfold kernel
  rw [map_sum]
  refine Finset.sum_congr rfl fun j _ => ?_
  rw [map_mul, Complex.conj_conj, mul_comm]

/-- The diagonal of the kernel is the density: `K(y,y) = ρ(y)`. -/
theorem kernel_diag (φ : Fin N → X → ℂ) (y : X) :
    kernel φ y y = (density φ y : ℂ) := by
  unfold kernel density
  rw [Complex.ofReal_sum]
  refine Finset.sum_congr rfl fun j _ => ?_
  rw [Complex.mul_conj, Complex.normSq_eq_norm_sq]

/-- For any number of points the kernel matrix is the orbital matrix times its adjoint. -/
theorem kernelMatrix_eq_mul (φ : Fin N → X → ℂ) (x : Fin n → X) :
    kernelMatrix φ x = orbitalMatrix φ x * (orbitalMatrix φ x)ᴴ := by
  ext i k
  simp [kernelMatrix, kernel, orbitalMatrix, Matrix.mul_apply, Matrix.conjTranspose_apply]

/-- The squared modulus of the Slater determinant is the `N × N` determinant of the
kernel: `|Ψ(x)|² = det K(x_i, x_k)`. -/
theorem normSq_slater_eq_det (φ : Fin N → X → ℂ) (x : Fin N → X) :
    ((‖slater φ x‖ ^ 2 : ℝ) : ℂ) = (kernelMatrix φ x).det := by
  -- det (A Aᴴ) = det A · conj (det A)
  rw [kernelMatrix_eq_mul, Matrix.det_mul, Matrix.det_conjTranspose]
  change ((‖(orbitalMatrix φ x).det‖ ^ 2 : ℝ) : ℂ)
    = (orbitalMatrix φ x).det * conj (orbitalMatrix φ x).det
  rw [Complex.mul_conj, Complex.normSq_eq_norm_sq]

/-- With more points than orbitals, `n > N`, the `n × n` determinant `det K(x_i, x_k)`
vanishes. -/
theorem det_kernelMatrix_eq_zero_of_lt (φ : Fin N → X → ℂ) (x : Fin n → X) (h : N < n) :
    (kernelMatrix φ x).det = 0 := by
  by_contra hne
  -- a nonzero determinant would force rank n
  have hu : IsUnit (kernelMatrix φ x) :=
    (Matrix.isUnit_iff_isUnit_det _).2 (isUnit_iff_ne_zero.2 hne)
  have h1 : (kernelMatrix φ x).rank = Fintype.card (Fin n) := Matrix.rank_of_isUnit _ hu
  -- but A Aᴴ has rank at most the number of columns of A
  have h2 : (kernelMatrix φ x).rank ≤ (orbitalMatrix φ x).rank := by
    rw [kernelMatrix_eq_mul]
    exact Matrix.rank_mul_le_left _ _
  have h3 : (orbitalMatrix φ x).rank ≤ Fintype.card (Fin N) := Matrix.rank_le_card_width _
  rw [Fintype.card_fin] at h1 h3
  omega

/-- For any number of points the determinant `det K(x_i, x_k)` is real and
nonnegative. -/
theorem det_kernelMatrix_nonneg (φ : Fin N → X → ℂ) (x : Fin n → X) :
    0 ≤ (kernelMatrix φ x).det := by
  rw [kernelMatrix_eq_mul]
  exact (Matrix.posSemidef_self_mul_conjTranspose _).det_nonneg

/-- The determinant `det K(x_i, x_k)` vanishes exactly when some nonzero coefficients `c_i`
satisfy `∑_i c_i φ_j(x_i) = 0` for every orbital `j`. -/
theorem det_kernelMatrix_eq_zero_iff (φ : Fin N → X → ℂ) (x : Fin n → X) :
    (kernelMatrix φ x).det = 0 ↔
      ∃ c : Fin n → ℂ, c ≠ 0 ∧ ∀ j, ∑ i, c i * φ j (x i) = 0 := by
  have key : ∀ c : Fin n → ℂ,
      c ᵥ* orbitalMatrix φ x = 0 ↔ ∀ j, ∑ i, c i * φ j (x i) = 0 := by
    intro c
    simp [funext_iff, Matrix.vecMul, dotProduct, orbitalMatrix]
  rw [← Matrix.exists_vecMul_eq_zero_iff, kernelMatrix_eq_mul]
  constructor
  · rintro ⟨c, hc, h⟩
    refine ⟨c, hc, (key c).1 ?_⟩
    -- c A Aᴴ = 0 makes the squared length of c A vanish
    have h0 : (c ᵥ* orbitalMatrix φ x) ⬝ᵥ star (c ᵥ* orbitalMatrix φ x) = 0 := by
      rw [Matrix.star_vecMul, Matrix.dotProduct_mulVec, Matrix.vecMul_vecMul, h,
        zero_dotProduct]
    exact dotProduct_self_star_eq_zero.1 h0
  · rintro ⟨c, hc, h⟩
    refine ⟨c, hc, ?_⟩
    rw [← Matrix.vecMul_vecMul, (key c).2 h, Matrix.zero_vecMul]

/-- For two points the kernel determinant is `ρ(y) ρ(z) - |K(y,z)|²`. -/
theorem det_kernelMatrix_pair (φ : Fin N → X → ℂ) (y z : X) :
    (kernelMatrix φ ![y, z]).det
      = ((density φ y * density φ z - ‖kernel φ y z‖ ^ 2 : ℝ) : ℂ) := by
  rw [Matrix.det_fin_two]
  change kernel φ y y * kernel φ z z - kernel φ y z * kernel φ z y = _
  have hs : kernel φ y z * kernel φ z y = ((‖kernel φ y z‖ ^ 2 : ℝ) : ℂ) := by
    rw [kernel_swap φ y z, Complex.mul_conj, Complex.normSq_eq_norm_sq]
  rw [hs, kernel_diag φ y, kernel_diag φ z, Complex.ofReal_sub, Complex.ofReal_mul]

/-- For orbitals localised on `N` sites, the kernel determinant at any family of pairwise
distinct sites equals one. -/
theorem det_kernelMatrix_siteOrbital (x : Fin n → Fin N) (hx : Function.Injective x) :
    (kernelMatrix (siteOrbital N) x).det = 1 := by
  -- the kernel of the site orbitals is the Kronecker delta
  have hK : ∀ y z : Fin N, kernel (siteOrbital N) y z = if y = z then 1 else 0 := by
    intro y z
    unfold kernel
    rw [Finset.sum_eq_single y]
    · by_cases h : y = z
      · subst h
        simp [siteOrbital]
      · simp [siteOrbital, h, Ne.symm h]
    · intro b _ hb
      simp [siteOrbital, Ne.symm hb]
    · intro h
      exact absurd (Finset.mem_univ y) h
  have hI : kernelMatrix (siteOrbital N) x = 1 := by
    ext i k
    simp [kernelMatrix, hK, Matrix.one_apply, hx.eq_iff]
  rw [hI, Matrix.det_one]

end

end SlaterKernel
```

```lean
#print axioms SlaterKernel.normSq_slater_eq_det
#print axioms SlaterKernel.det_kernelMatrix_eq_zero_iff
#print axioms SlaterKernel.det_kernelMatrix_pair
#print axioms SlaterKernel.det_kernelMatrix_siteOrbital
```

```
'SlaterKernel.normSq_slater_eq_det' depends on axioms: [propext, Classical.choice, Quot.sound]
'SlaterKernel.det_kernelMatrix_eq_zero_iff' depends on axioms: [propext, Classical.choice, Quot.sound]
'SlaterKernel.det_kernelMatrix_pair' depends on axioms: [propext, Classical.choice, Quot.sound]
'SlaterKernel.det_kernelMatrix_siteOrbital' depends on axioms: [propext, Classical.choice, Quot.sound]
```

## The formal statements in words

The one-particle space is `X : Type*`, a bare set with no topology, measure or metric. The orbitals are a family `φ : Fin N → X → ℂ`, so `φ j y` is $\varphi_j(y)$ and `j` runs from $0$ to $N-1$. A list of points is `x : Fin n → X`; it is ordered and may repeat a point. `orbitalMatrix φ x` is $A(x)$, with entry `φ j (x i)` in row `i` and column `j`, and `slater φ x` is its determinant, defined only for `x : Fin N → X`. `kernel φ y z` places the conjugate on the second argument. A code with the opposite convention holds the transposed kernel matrix, which has the same determinant. `density φ y` is real-valued, and `‖φ j y‖` is the modulus of a complex number. `kernelMatrix φ x` is $G(x)$, and the postfix `ᴴ` is the dagger.

`normSq_slater_eq_det` states $|\Psi(x)|^2 = \det G(x)$ as an equation between complex numbers, with the real left side `‖slater φ x‖ ^ 2` embedded in $\mathbb{C}$; it therefore also says that the determinant has no imaginary part. `det_kernelMatrix_eq_zero_of_lt` has the single hypothesis `h : N < n`. In `det_kernelMatrix_nonneg` the inequality `0 ≤ (kernelMatrix φ x).det` compares complex numbers in the order opened by `ComplexOrder`, in which $0 \le w$ means that $w$ has zero imaginary part and nonnegative real part. In `det_kernelMatrix_eq_zero_iff`, `c ≠ 0` says that at least one coefficient is nonzero, and the coefficients enter without conjugation. In `det_kernelMatrix_pair`, `![y, z]` is the two-point list with $x_0 = y$ and $x_1 = z$, for any $N$. In `det_kernelMatrix_siteOrbital` the one-particle space is `Fin N` itself, and `Function.Injective x` says that the sites are pairwise distinct.

The sizes $N$ and $n$ may be zero. The determinant of the empty matrix is one, so for $N = n = 0$ the identity reads $1 = 1$. For $n = 0$ no nonzero $c$ exists, in agreement with $\det G = 1$. For $N = 0$ and $n \ge 1$ the kernel is an empty sum, $G$ is the zero matrix, and its determinant is zero. For $N = n = 1$ the identity is $|\varphi_0(x_0)|^2 = K(x_0,x_0)$.

## How the proofs follow the derivation

`kernel_swap` moves the conjugation inside the sum and compares terms, and `kernel_diag` moves the embedding of the real numbers in $\mathbb{C}$ inside the sum and compares terms with `Complex.mul_conj`, the rule $w\overline{w} = |w|^2$. `kernelMatrix_eq_mul` checks $G = AA^\dagger$ entry by entry, and four of the later proofs rewrite with it.

In `normSq_slater_eq_det`, `Matrix.det_mul` splits the determinant of the product, `Matrix.det_conjTranspose` turns the second factor into the conjugate of the first, and `Complex.mul_conj` with `Complex.normSq_eq_norm_sq` turns the product into the squared modulus. `det_kernelMatrix_eq_zero_of_lt` argues by contradiction as above: `hu` makes $G$ invertible, `h1` gives it rank $n$, `h2` is $\operatorname{rank} G \le \operatorname{rank} A$, `h3` is $\operatorname{rank} A \le N$, and `omega` finds these incompatible with $N < n$. `det_kernelMatrix_nonneg` takes the positive semidefiniteness of a matrix times its adjoint from `Matrix.posSemidef_self_mul_conjTranspose` and passes to the determinant with `det_nonneg`.

In `det_kernelMatrix_eq_zero_iff`, `c ᵥ* orbitalMatrix φ x` is the row vector $cA$, and `key` identifies $cA = 0$ with the $N$ component equations. `Matrix.exists_vecMul_eq_zero_iff` replaces the vanishing determinant by a nonzero $c$ with $cG = 0$. In the forward direction `h0` regroups $(cA)(cA)^\dagger$ as $(cAA^\dagger)c^\dagger = 0$, and `dotProduct_self_star_eq_zero` concludes that a vector of zero squared length is zero. The reverse direction regroups $c(AA^\dagger)$ as $(cA)A^\dagger$. The same $c$ serves on both sides.

`det_kernelMatrix_pair` expands the determinant by `Matrix.det_fin_two`, obtains $K(y,z)K(z,y) = |K(y,z)|^2$ in `hs` from `kernel_swap`, and replaces the diagonal entries through `kernel_diag`. In `det_kernelMatrix_siteOrbital`, `hK` keeps the one term $j = y$ by `Finset.sum_eq_single` and yields the Kronecker delta, and `hI` uses injectivity to turn $x_i = x_k$ into $i = k$, so that $G$ is the identity.

## Reach of the guarantee

Apart from the site-orbital example, the theorems hold for every finite family of complex functions on every set and at every list of points of the length each statement allows, in exact arithmetic. A disagreement between $|\det A|^2$ and $\det G$ beyond rounding therefore cannot be blamed on a special geometry, on spin labels, on complex orbitals or on poor orthonormalisation, provided the kernel was assembled as the plain sum over the same $N$ orbitals that fill the determinant.

That proviso fixes what `kernel` and `density` mean. The statements are pointwise algebra, and `X` has no measure with which to integrate or to express orthonormality. The factor $1/N!$, the reading of $K$ as a density matrix and of the two-point determinant as a pair density, and the family $x_i = i$ are supplied above by ordinary reasoning and are not among the theorems of the file. For non-orthogonal orbitals the identity between $|\Psi|^2$ and $\det G$ survives, but the physical density matrix involves the inverse of the overlap matrix and differs from $K$, and `density` is then only the sum of squared moduli.

The state is one determinant with every orbital fully occupied. A sum of several determinants, a correlation factor multiplying $\Psi$, and a kernel with fractional occupations spread over more orbitals than particles are different objects. In the last case the occupations can be absorbed into the orbitals as square roots, and the vanishing statement then applies with $N$ equal to the number of terms in the sum, not the mean particle number. The identity concerns the modulus alone: the sign or phase of $\Psi$ is not recoverable from $\det G$, although the zeros of the two coincide.

Floating-point evaluation lies beyond the statements. A computed $\det G$ that should be zero will in general come out nonzero through rounding, possibly negative or with an imaginary part. The size of the error depends on the scale of the kernel entries, and the theorems give no tolerance for it. Near a node, where $A$ is close to singular, forming $AA^\dagger$ squares the singular values, so the kernel route loses accuracy earlier than the direct determinant of $A$.
